# With an exact partial-wave expansion in the sphere, the PAW electron count is the pseudo count plus a one-centre term

## Is the one-centre correction to the norm exact?

In PAW, replacing the pseudo partial waves in an orbital by all-electron ones leaves the orbital unchanged outside the augmentation sphere. If the pseudo partial waves expand the pseudo orbital exactly inside the sphere, the squared norm changes by a double sum over the differences between all-electron and pseudo partial-wave overlaps there. I know this as a statement about integrals over regions of space. Can it be made rigorous using only an orthogonal projection, and checked by machine? I would also like to know when the correction vanishes for every orbital.

## Yes, when the pseudo partial waves expand the orbital inside the sphere

Let \(P\) be the orthogonal projection onto the sphere and \(Q=1-P\). Let \(a_i\) be the all-electron and \(b_i\) the pseudo partial waves, finitely many, with \(Qa_i=Qb_i\). If the pseudo orbital \(v\) satisfies \(Pv=\sum_i c_iPb_i\), then \(w=v+\sum_i c_i(a_i-b_i)\) obeys

\[
Qw=Qv,\qquad \|w\|^2=\|v\|^2+\sum_{ij}\overline{c_i}\,c_j\,\Delta_{ij},
\]
\[
\Delta_{ij}=\langle Pa_i,Pa_j\rangle-\langle Pb_i,Pb_j\rangle .
\]

The correction vanishes for all such \(v\) and \(c\) exactly when every \(\Delta_{ij}\) is zero.

### Splitting the norm at the sphere boundary

Outside the sphere, the partial waves cancel in pairs:

\[
Qw=Qv+\sum_i c_i(Qa_i-Qb_i)=Qv .
\]

Inside, the expansion of \(v\) cancels the pseudo waves:

\[
Pw=\sum_i c_iPb_i+\sum_i c_i(Pa_i-Pb_i)=\sum_i c_iPa_i .
\]

For any \(x,y\), the properties \(P^2=P\) and \(\langle Px,y\rangle=\langle x,Py\rangle\) make \(\langle x,Py\rangle\), \(\langle Px,y\rangle\) and \(\langle Px,Py\rangle\) equal. Expanding \(\langle x-Px,y-Py\rangle\) therefore gives

\[
\langle x,y\rangle=\langle Qx,Qy\rangle+\langle Px,Py\rangle .
\]

Applying this to \(w\) and to \(v\),

\[
\|w\|^2-\|v\|^2=\|Pw\|^2-\|Pv\|^2=\sum_{ij}\overline{c_i}\,c_j\,\Delta_{ij}.
\]

For orbitals \(v_n\) with coefficients \(c_{ni}\) and occupations \(f_n\), multiply by \(f_n\) and sum. The correction to the total count becomes \(\sum_{ij}\rho_{ij}\Delta_{ij}\), with \(\rho_{ij}=\sum_n f_n\overline{c_{ni}}\,c_{nj}\).

If all \(\Delta_{ij}\) vanish, norms are preserved. Conversely, suppose that norms are always preserved, and take \(v=Pb_i+zPb_j\) with \(z\) complex. Since \(a_i-b_i=Pa_i-Pb_i\), its reconstruction is \(Pa_i+zPa_j\), so

\[
\|Pa_i+zPa_j\|=\|Pb_i+zPb_j\| .
\]

The values \(z=\pm1,\pm i\) determine the inner products by polarization,

\[
4\langle x,y\rangle=\|x+y\|^2-\|x-y\|^2+i\|x-iy\|^2-i\|x+iy\|^2,
\]

and hence \(\Delta_{ij}=0\).

### The Lean file

```lean
import Mathlib

open scoped ComplexConjugate

namespace PAWElectronCount

noncomputable section

variable {H : Type*} [NormedAddCommGroup H] [InnerProductSpace ℂ H]
variable {ι κ : Type*} [Fintype ι] [Fintype κ]

/-- `P` is an orthogonal projection, here onto the part of a wave function inside the
augmentation sphere. -/
structure IsSphereProjection (P : H →ₗ[ℂ] H) : Prop where
  idem : ∀ x, P (P x) = P x
  symm : ∀ x y, inner ℂ (P x) y = inner ℂ x (P y)

/-- The PAW map: the pseudo orbital `v` plus the differences of all-electron partial waves `a`
and pseudo partial waves `b`, weighted by the coefficients `c`. -/
def augment (a b : ι → H) (c : ι → ℂ) (v : H) : H :=
  v + ∑ i, c i • (a i - b i)

/-- The difference between the overlaps of all-electron and of pseudo partial waves inside
the sphere. -/
def chargeDefect (P : H →ₗ[ℂ] H) (a b : ι → H) (i j : ι) : ℂ :=
  inner ℂ (P (a i)) (P (a j)) - inner ℂ (P (b i)) (P (b j))

/-- The on-site density matrix of orbitals with occupations `f` and partial-wave
coefficients `c`. -/
def onSiteDensity (f : κ → ℝ) (c : κ → ι → ℂ) (i j : ι) : ℂ :=
  ∑ n, (f n : ℂ) * (conj (c n i) * c n j)

/-- If the partial waves agree outside the sphere, the reconstructed orbital and the pseudo
orbital agree there too. -/
theorem augment_outside (P : H →ₗ[ℂ] H) {a b : ι → H}
    (htail : ∀ i, a i - P (a i) = b i - P (b i)) (c : ι → ℂ) (v : H) :
    augment a b c v - P (augment a b c v) = v - P v := by
  -- the correction lies entirely inside the sphere
  have h : P (∑ i, c i • (a i - b i)) = ∑ i, c i • (a i - b i) := by
    rw [map_sum]
    refine Finset.sum_congr rfl fun i _ => ?_
    have hi : P (a i) - P (b i) = a i - b i := by
      linear_combination (norm := module) (-1 : ℂ) • htail i
    rw [map_smul, map_sub, hi]
  rw [augment, map_add, h]
  abel

/-- If the pseudo orbital is expanded in pseudo partial waves inside the sphere, the
reconstructed orbital has the same expansion in all-electron partial waves. -/
theorem augment_inside (P : H →ₗ[ℂ] H) {a b : ι → H} {c : ι → ℂ} {v : H}
    (hv : P v = ∑ i, c i • P (b i)) :
    P (augment a b c v) = ∑ i, c i • P (a i) := by
  simp only [augment, map_add, map_sum, map_smul, map_sub, smul_sub,
    Finset.sum_sub_distrib, hv]
  abel

/-- An overlap is the sum of its contributions from outside and inside the sphere. -/
theorem inner_split {P : H →ₗ[ℂ] H} (hP : IsSphereProjection P) (x y : H) :
    inner ℂ x y = inner ℂ (x - P x) (y - P y) + inner ℂ (P x) (P y) := by
  have h1 := hP.symm x y
  have h2 : inner ℂ (P x) (P y) = inner ℂ x (P y) := by rw [hP.symm, hP.idem]
  simp only [inner_sub_left, inner_sub_right]
  linear_combination h1 - 2 * h2

/-- The overlap of two linear combinations of the same waves is a double sum over the
overlaps of these waves. -/
theorem inner_expansion (x : ι → H) (c d : ι → ℂ) :
    inner ℂ (∑ i, c i • x i) (∑ j, d j • x j)
      = ∑ i, ∑ j, conj (c i) * d j * inner ℂ (x i) (x j) := by
  rw [sum_inner]
  refine Finset.sum_congr rfl fun i _ => ?_
  rw [inner_sum]
  refine Finset.sum_congr rfl fun j _ => ?_
  rw [inner_smul_left, inner_smul_right]
  ring

/-- If the partial waves agree outside the sphere and two pseudo orbitals are expanded in pseudo
partial waves inside it, the overlap of the reconstructed orbitals is the overlap of the pseudo
orbitals plus a one-centre correction built from the charge defects. -/
theorem augment_overlap {P : H →ₗ[ℂ] H} (hP : IsSphereProjection P) {a b : ι → H}
    (htail : ∀ i, a i - P (a i) = b i - P (b i)) {c d : ι → ℂ} {v u : H}
    (hv : P v = ∑ i, c i • P (b i)) (hu : P u = ∑ i, d i • P (b i)) :
    inner ℂ (augment a b c v) (augment a b d u)
      = inner ℂ v u + ∑ i, ∑ j, conj (c i) * d j * chargeDefect P a b i j := by
  have hb : inner ℂ (P v) (P u)
      = ∑ i, ∑ j, conj (c i) * d j * inner ℂ (P (b i)) (P (b j)) := by
    rw [hv, hu]
    exact inner_expansion (fun i => P (b i)) c d
  have ha : inner ℂ (P (augment a b c v)) (P (augment a b d u))
      = ∑ i, ∑ j, conj (c i) * d j * inner ℂ (P (a i)) (P (a j)) := by
    rw [augment_inside P hv, augment_inside P hu]
    exact inner_expansion (fun i => P (a i)) c d
  -- the outside parts coincide, the inside parts differ by the charge defects
  rw [inner_split hP (augment a b c v) (augment a b d u), inner_split hP v u,
    augment_outside P htail, augment_outside P htail, ha, hb]
  simp only [chargeDefect, mul_sub, Finset.sum_sub_distrib]
  ring

/-- The PAW electron count of one orbital: if the partial waves agree outside the sphere and the
pseudo orbital is expanded in pseudo partial waves inside it, the squared norm of the reconstructed
orbital is that of the pseudo orbital plus the one-centre correction. -/
theorem paw_electron_count {P : H →ₗ[ℂ] H} (hP : IsSphereProjection P) {a b : ι → H}
    (htail : ∀ i, a i - P (a i) = b i - P (b i)) {c : ι → ℂ} {v : H}
    (hv : P v = ∑ i, c i • P (b i)) :
    (‖augment a b c v‖ : ℂ) ^ 2
      = (‖v‖ : ℂ) ^ 2 + ∑ i, ∑ j, conj (c i) * c j * chargeDefect P a b i j := by
  have h := augment_overlap hP htail hv hv
  rw [inner_self_eq_norm_sq_to_K, inner_self_eq_norm_sq_to_K] at h
  exact h

/-- The electron count of a set of orbitals with occupations `f`: if the partial waves agree outside
the sphere and every pseudo orbital is expanded in pseudo partial waves inside it, the count is the
pseudo count plus the on-site density matrix contracted with the charge defects. -/
theorem paw_total_electron_count {P : H →ₗ[ℂ] H} (hP : IsSphereProjection P) {a b : ι → H}
    (htail : ∀ i, a i - P (a i) = b i - P (b i)) (f : κ → ℝ) {c : κ → ι → ℂ} {v : κ → H}
    (hv : ∀ n, P (v n) = ∑ i, c n i • P (b i)) :
    ∑ n, (f n : ℂ) * (‖augment a b (c n) (v n)‖ : ℂ) ^ 2
      = ∑ n, (f n : ℂ) * (‖v n‖ : ℂ) ^ 2
        + ∑ i, ∑ j, onSiteDensity f c i j * chargeDefect P a b i j := by
  have h := fun n => paw_electron_count hP htail (hv n)
  simp only [h, mul_add, Finset.sum_add_distrib]
  congr 1
  simp only [onSiteDensity, Finset.mul_sum, Finset.sum_mul]
  -- move the sum over orbitals to the inside
  refine Finset.sum_comm.trans (Finset.sum_congr rfl fun i _ =>
    Finset.sum_comm.trans (Finset.sum_congr rfl fun j _ =>
      Finset.sum_congr rfl fun n _ => ?_))
  ring

/-- For partial waves that agree outside the sphere, reconstruction preserves the norm of every
pseudo orbital that is expanded in pseudo partial waves inside the sphere if and only if all charge
defects vanish. -/
theorem norm_conserving_iff {P : H →ₗ[ℂ] H} (hP : IsSphereProjection P) {a b : ι → H}
    (htail : ∀ i, a i - P (a i) = b i - P (b i)) :
    (∀ (v : H) (c : ι → ℂ), P v = ∑ i, c i • P (b i) → ‖augment a b c v‖ = ‖v‖)
      ↔ ∀ i j, chargeDefect P a b i j = 0 := by
  classical
  constructor
  · intro h i j
    -- test the norm on combinations of two partial waves
    have key : ∀ z : ℂ, ‖P (a i) + z • P (a j)‖ = ‖P (b i) + z • P (b j)‖ := by
      intro z
      obtain ⟨c, hc⟩ : ∃ c : ι → ℂ, ∀ x : ι → H, ∑ k, c k • x k = x i + z • x j :=
        ⟨fun k => (if k = i then 1 else 0) + (if k = j then z else 0), fun x => by
          simp [add_smul, Finset.sum_add_distrib, ite_smul]⟩
      have hv : P (P (b i) + z • P (b j)) = ∑ k, c k • P (b k) := by
        simp only [map_add, map_smul, hP.idem]
        exact (hc fun k => P (b k)).symm
      have hw : augment a b c (P (b i) + z • P (b j)) = P (a i) + z • P (a j) := by
        have hs : ∑ k, c k • (a k - b k) = (a i - b i) + z • (a j - b j) :=
          hc fun k => a k - b k
        rw [augment, hs]
        linear_combination (norm := module) htail i + z • htail j
      rw [← hw]
      exact h _ c hv
    -- polarization recovers the overlaps from the norms
    have k1 := key 1
    have k2 := key (-1)
    have k3 := key RCLike.I
    have k4 := key (-RCLike.I)
    simp only [one_smul, neg_smul, ← sub_eq_add_neg] at k1 k2 k3 k4
    rw [chargeDefect, inner_eq_sum_norm_sq_div_four (P (a i)) (P (a j)),
      inner_eq_sum_norm_sq_div_four (P (b i)) (P (b j)), k1, k2, k3, k4, sub_self]
  · intro h v c hv
    have hn := paw_electron_count hP htail hv
    simp only [h, mul_zero, Finset.sum_const_zero, add_zero] at hn
    have hr : ‖augment a b c v‖ ^ 2 = ‖v‖ ^ 2 := by exact_mod_cast hn
    exact (sq_eq_sq₀ (norm_nonneg _) (norm_nonneg _)).mp hr

/-- The projection of a two-component wave function onto its first component. -/
def siteProj : EuclideanSpace ℂ (Fin 2) →ₗ[ℂ] EuclideanSpace ℂ (Fin 2) where
  toFun x := !₂[x 0, 0]
  map_add' x y := by ext i; fin_cases i <;> simp
  map_smul' r x := by ext i; fin_cases i <;> simp

/-- With the first component as the sphere, the partial waves `(2, 1)` and `(1, 1)` and the
pseudo orbital `(3, 5)` with coefficient 3 meet all hypotheses, and the charge defect is 3. -/
theorem paw_electron_count_witness :
    let a : Fin 1 → EuclideanSpace ℂ (Fin 2) := fun _ => !₂[2, 1]
    let b : Fin 1 → EuclideanSpace ℂ (Fin 2) := fun _ => !₂[1, 1]
    let v : EuclideanSpace ℂ (Fin 2) := !₂[3, 5]
    IsSphereProjection siteProj ∧ (∀ i, a i - siteProj (a i) = b i - siteProj (b i)) ∧
      siteProj v = ∑ i, (3 : ℂ) • siteProj (b i) ∧ chargeDefect siteProj a b 0 0 = 3 := by
  intro a b v
  refine ⟨⟨fun x => ?_, fun x y => ?_⟩, fun i => ?_, ?_, ?_⟩
  · ext k; fin_cases k <;> simp [siteProj]
  · simp [siteProj, PiLp.inner_apply, Fin.sum_univ_two]
  · ext k; fin_cases k <;> simp [siteProj, a, b]
  · ext k; fin_cases k <;> simp [siteProj, b, v]
  · simp only [chargeDefect, PiLp.inner_apply, Fin.sum_univ_two, RCLike.inner_apply]
    have h2 : (starRingEnd ℂ) 2 = 2 := Complex.ext (by simp) (by simp)
    simp [siteProj, a, b, h2]
    norm_num [h2]

end

end PAWElectronCount
```

```lean
#print axioms PAWElectronCount.paw_electron_count
-- 'PAWElectronCount.paw_electron_count' depends on axioms: [propext, Classical.choice, Quot.sound]
#print axioms PAWElectronCount.paw_total_electron_count
-- 'PAWElectronCount.paw_total_electron_count' depends on axioms: [propext, Classical.choice, Quot.sound]
#print axioms PAWElectronCount.norm_conserving_iff
-- 'PAWElectronCount.norm_conserving_iff' depends on axioms: [propext, Classical.choice, Quot.sound]
```

### What the hypotheses say about the orbital

`H` is any complex inner-product space, of finite or infinite dimension. Lean's `inner ℂ x y` is conjugate-linear in `x`, which is why the conjugate falls on \(c_i\). `IsSphereProjection P` says that `P` is idempotent and symmetric; for wave functions, the intended `P` sets a function to zero outside the sphere.

`augment a b c v` is \(w\), `chargeDefect P a b i j` is \(\Delta_{ij}\), and `onSiteDensity f c i j` is \(\rho_{ij}\). Two conditions carry the physics:

- `htail` is \(Qa_i=Qb_i\): pseudization alters a partial wave only inside the sphere. The partial waves must also lie in `H`. One that is not square-integrable over all space, as can happen at an unbound reference energy, is first cut off: setting both \(a_i\) and \(b_i\) to zero outside the sphere changes neither \(a_i-b_i\) nor \(\Delta_{ij}\).
- `hv` is \(Pv=\sum_i c_iPb_i\): the chosen pseudo waves represent this orbital completely inside the sphere. With a finite set of waves this is generally an approximation in practice; here it is assumed to hold exactly.

The coefficients are given numbers, so projector functions and their duality relations do not appear. The occupations are arbitrary real numbers, and the orbitals need not be orthonormal. Only one augmentation sphere is treated, and frozen core states and compensation charges are not modelled. In `paw_electron_count` the norms are cast to complex numbers because the double sum is written in \(\mathbb C\).

For single-particle orbitals with an exact finite expansion, `augment_overlap` gives the modified overlap that enters the orthonormality condition on PAW pseudo orbitals.

### How the Lean proof follows the splitting

`augment_outside` first shows that the added sum is fixed by `P`, then cancels it. `augment_inside` distributes `P` over the sum and inserts `hv`. `inner_split` is the decomposition of an inner product, with `linear_combination` collecting the equal terms, and `inner_expansion` turns the overlap of two sums into a double sum.

`augment_overlap` combines these four lemmas for two orbitals \(v\) and \(u\). Setting \(u=v\) gives `paw_electron_count`. `paw_total_electron_count` sums that identity over orbitals and uses `Finset.sum_comm` to move the orbital sum inside, where it forms \(\rho_{ij}\).

In `norm_conserving_iff`, `key` is the norm equality for two-wave combinations. Its coefficient function adds the two contributions, so it also covers \(i=j\), where the coefficient is \(1+z\). The facts `k1` to `k4` are the four values of \(z\) fed to polarization. The other direction uses the electron count and the fact that norms are non-negative.

### One partial wave, and local operators

With a single partial wave the formula reads \(\|w\|^2=\|v\|^2+|c|^2\Delta\). The final theorem, `paw_electron_count_witness`, gives an instance in \(\mathbb C^2\), with the first component as the sphere: \(a=(2,1)\), \(b=(1,1)\), \(v=(3,5)\) and \(c=3\) satisfy the hypotheses with \(\Delta=3\). Here \(w=(6,5)\), and indeed \(61=34+9\cdot3\). These vectors are unnormalised; dividing \(v\) and \(c\) by \(\sqrt{61}\) gives a reconstructed orbital of norm one, as for one electron, and a pseudo orbital of squared norm \(34/61\).

The same splitting applies to expectation values, although the file does not contain this version. If a linear operator \(B\) on the space commutes with \(P\), as multiplication by a bounded local potential does, the cross terms again vanish and

\[
\langle w,Bw\rangle=\langle v,Bv\rangle+\sum_{ij}\overline{c_i}\,c_j\bigl(\langle Pa_i,BPa_j\rangle-\langle Pb_i,BPb_j\rangle\bigr).
\]
